# Vanishing energy changes with a surviving gradient: damped descent on x²/2 with steps 1/(k+2)² from a nonzero start

## An energy that has stopped changing

A self-consistent field calculation is running with heavy damping. The energy printed at each iteration agrees with the previous one to more and more digits, and at some point the difference falls below the threshold. Has the calculation reached a stationary point, or has the damping merely made the steps too short to change the energy?

The difference between two successive energies depends on both the slope of the energy and the length of the step. It can be small because the slope is small, which is what one hopes for, or because the step is small. In a model with one parameter, a quadratic energy and prescribed step lengths, the second possibility can be followed exactly: an energy-change test is passed at every tolerance, while the gradient stays away from zero.

## The model

The energy is a function of one real variable,

$$E(x) = \frac{x^2}{2}, \qquad E'(x) = x,$$

with its minimum at $x = 0$. Starting from $x_0$, the iteration is

$$x_{k+1} = x_k - b_k\,E'(x_k), \qquad k = 0, 1, 2, \dots,$$

where $b_k$ is the step length at iteration $k$. The example uses

$$b_k = \frac{1}{(k+2)^2},$$

so the first steps are $1/4, 1/9, 1/16, \dots$. This sequence stands for damping that is tightened at every iteration and never relaxed. It is fixed in advance and does not respond to the energy or the gradient.

In Lean, `energy` is the function $E$, and `dampedIterate b x₀ k` is $x_k$ for an arbitrary real sequence `b`. The recursion contains `deriv energy`, the derivative of the energy itself, so the update is gradient descent by definition. The particular sequence is `shrinkingStep`.

## What is proved

For $x_0 \neq 0$, the theorem `energy_changes_vanish_gradient_survives` states four things together:

- $E(x_{k+1}) - E(x_k) \to 0$;
- $x_k \to x_0/2$;
- $E'(x_k) \to x_0/2$;
- $x_0/2 \neq 0$.

Each limit is written as `Tendsto … atTop (𝓝 …)`, the usual limit as the iteration number grows. The hypothesis `hx₀` excludes a start at the minimum, where every iterate and every gradient is zero and the test gives the right answer.

The theorem `energy_test_is_false` puts this in terms of a stopping test. It again assumes $x_0 \neq 0$ and the shrinking steps, which its docstring leaves unsaid. For every tolerance $\varepsilon > 0$ there is then an iteration $K$ such that, for all $k \ge K$,

$$|E(x_{k+1}) - E(x_k)| < \varepsilon \quad\text{and}\quad |E'(x_k)| > \frac{|x_0|}{2}.$$

The test is therefore passed permanently, and requiring several consecutive small changes does not help. Tightening $\varepsilon$ only postpones the false signal.

Three further theorems concern general step sequences for the same energy. They bound the remaining distance from below, give a condition for convergence, and relate the gradient to the energy change once the step length is taken into account.

All of this is about exact real arithmetic and a single quadratic energy with unit curvature. There are no orbitals, no density matrix and no self-consistency map, and rounding is absent. What the model offers for SCF practice is a caution: if the damping is tightened from one iteration to the next, a small energy change does not by itself guarantee a small gradient. With a fixed step length in $(0, 1]$, the same model does converge to the minimum.

## The iterates in closed form

Since $E'(x) = x$, one step is a multiplication:

$$x_{k+1} = (1 - b_k)\,x_k.$$

For the shrinking steps the factor is

$$1 - \frac{1}{(k+2)^2} = \frac{(k+1)(k+3)}{(k+2)^2}.$$

The claim is that

$$x_k = \frac{x_0}{2}\left(1 + \frac{1}{k+1}\right) = \frac{x_0}{2}\,\frac{k+2}{k+1}.$$

At $k = 0$ the right-hand side is $x_0$. If the formula holds at $k$, then

$$x_{k+1} = \frac{(k+1)(k+3)}{(k+2)^2}\cdot\frac{x_0}{2}\,\frac{k+2}{k+1} = \frac{x_0}{2}\,\frac{k+3}{k+2},$$

which is the formula at $k+1$.

As $k$ grows, $1/(k+1) \to 0$, so $x_k \to x_0/2$. The gradient equals $x_k$ and has the same limit. By continuity $E(x_k) \to E(x_0/2) = x_0^2/8$, and $E(x_{k+1})$ has the same limit, so their difference tends to zero. The factor $1 + 1/(k+1)$ always exceeds one, which for $x_0 \neq 0$ gives $|E'(x_k)| > |x_0|/2$ at every iteration.

## The index shift that removes the effect

The starting index of the step sequence matters. With $1/(k+1)^2$ in place of $1/(k+2)^2$, the tail of the sequence looks the same, but the first step has length $b_0 = 1$. Then $x_1 = (1-1)x_0 = 0$: the iteration lands on the minimum at once and stays there, and the example is lost. Anyone who counts iterations from one must shift the formula accordingly.

## How much total step is needed

Write $S_n = \sum_{k=0}^{n-1} b_k$ for the total step length after $n$ steps, and let $0 \le b_k \le 1$. Then

$$|x_n| \ge (1 - S_n)\,|x_0|.$$

For $n = 0$ both sides are $|x_0|$. If the bound holds at $n$, multiplying it by $1 - b_n \ge 0$ gives

$$|x_{n+1}| \ge (1-b_n)(1-S_n)|x_0| = (1 - S_n - b_n + b_n S_n)|x_0| \ge (1 - S_{n+1})|x_0|,$$

because $b_n S_n \ge 0$. If the whole series sums to less than one and $x_0 \neq 0$, the distance of the iterates from the minimum therefore stays above a fixed positive number.

In the other direction, suppose $b_k \le 1$ and $S_n \to \infty$. From $0 \le 1 - b \le e^{-b}$, induction gives

$$|x_n| \le e^{-S_n}\,|x_0| \to 0.$$

This argument does not use $b_k \ge 0$, and the Lean theorem does not assume it. Shrinking steps of length at most one thus do not prevent convergence to the minimum in this model as long as their sum diverges; $b_k = 1/(k+2)$ is an instance. When $0 \le b_k \le 1$ and the sum is finite but at least one, the lower bound taken from $x_0$ says nothing in the limit, but it can be applied from a later iterate, after which the remaining steps sum to less than one. For $x_0 \neq 0$ the iterates therefore stay away from the minimum unless some step has $b_k = 1$.

## Weighting the energy change by the step

The energy change can be computed exactly. With $g_k = E'(x_k) = x_k$,

$$E(x_{k+1}) - E(x_k) = \frac{(1-b_k)^2 - 1}{2}\,g_k^2 = -\frac{b_k g_k^2 + b_k(1-b_k)g_k^2}{2}.$$

For $0 \le b_k \le 1$ both terms in the numerator are nonnegative. Dropping the second one gives

$$b_k\,g_k^2 \le 2\,|E(x_{k+1}) - E(x_k)|.$$

When $b_k > 0$, one may divide by it: for any $\delta > 0$, an energy change of magnitude at most $b_k\,\delta^2/2$ implies $|g_k| \le \delta$. In this model, then, an energy threshold that shrinks in proportion to the step length is enough to guarantee a chosen bound on the gradient.

The limiting case $b_k = 1$ shows that the constant 2 is the best possible. The step goes straight to the minimum, the energy falls by $g_k^2/2$, and the inequality becomes an equality. At the other end, $b_k = 0$, it reads $0 \le 0$: a step of zero length reveals nothing about the gradient.

## The complete Lean file

```lean
import Mathlib

open Filter Topology Finset

namespace FalseEnergyConvergence

noncomputable section

/-- The quadratic model energy `E(x) = x² / 2`. -/
def energy (x : ℝ) : ℝ := x ^ 2 / 2

/-- Damped gradient steps `x_(k+1) = x_k - b_k E'(x_k)` started from `x₀`. -/
def dampedIterate (b : ℕ → ℝ) (x₀ : ℝ) : ℕ → ℝ
  | 0 => x₀
  | k + 1 => dampedIterate b x₀ k - b k * deriv energy (dampedIterate b x₀ k)

/-- The rapidly shrinking step lengths `b_k = 1 / (k + 2)²`. -/
def shrinkingStep (k : ℕ) : ℝ := 1 / ((k : ℝ) + 2) ^ 2

/-- The gradient of the model energy at `x` is `x`. -/
theorem hasDerivAt_energy (x : ℝ) : HasDerivAt energy x x := by
  have h := (hasDerivAt_pow 2 x).div_const 2
  exact h.congr_deriv (by norm_num)

/-- One damped step multiplies the iterate by `1 - b_k`. -/
theorem dampedIterate_succ (b : ℕ → ℝ) (x₀ : ℝ) (k : ℕ) :
    dampedIterate b x₀ (k + 1) = (1 - b k) * dampedIterate b x₀ k := by
  show dampedIterate b x₀ k - b k * deriv energy (dampedIterate b x₀ k) = _
  rw [(hasDerivAt_energy _).deriv]
  ring

/-- With the shrinking steps the iterates are `x_k = (x₀ / 2) (1 + 1 / (k + 1))`. -/
theorem shrinking_closed_form (x₀ : ℝ) (k : ℕ) :
    dampedIterate shrinkingStep x₀ k = x₀ / 2 * (1 + 1 / ((k : ℝ) + 1)) := by
  induction k with
  | zero =>
    show x₀ = x₀ / 2 * (1 + 1 / (((0 : ℕ) : ℝ) + 1))
    rw [Nat.cast_zero]
    ring
  | succ k ih =>
    have h : ((k + 1 : ℕ) : ℝ) + 1 = (k : ℝ) + 2 := by
      push_cast
      ring
    have h1 : (k : ℝ) + 1 ≠ 0 := by positivity
    have h2 : (k : ℝ) + 2 ≠ 0 := by positivity
    rw [dampedIterate_succ, ih, h, shrinkingStep]
    field_simp
    ring

/-- With the shrinking steps and `x₀ ≠ 0`, the energy changes tend to zero, while the
iterates and the gradients tend to the nonzero value `x₀ / 2`. -/
theorem energy_changes_vanish_gradient_survives (x₀ : ℝ) (hx₀ : x₀ ≠ 0) :
    Tendsto (fun k => energy (dampedIterate shrinkingStep x₀ (k + 1))
      - energy (dampedIterate shrinkingStep x₀ k)) atTop (𝓝 0) ∧
    Tendsto (dampedIterate shrinkingStep x₀) atTop (𝓝 (x₀ / 2)) ∧
    Tendsto (fun k => deriv energy (dampedIterate shrinkingStep x₀ k))
      atTop (𝓝 (x₀ / 2)) ∧
    x₀ / 2 ≠ 0 := by
  -- the limit is read off from the closed form
  have hx : Tendsto (dampedIterate shrinkingStep x₀) atTop (𝓝 (x₀ / 2)) := by
    have h := ((tendsto_one_div_add_atTop_nhds_zero_nat (𝕜 := ℝ)).const_add 1).const_mul
      (x₀ / 2)
    rw [add_zero, mul_one] at h
    exact h.congr (fun k => (shrinking_closed_form x₀ k).symm)
  -- continuity of the energy makes successive energies approach each other
  have hE : Tendsto (fun k => energy (dampedIterate shrinkingStep x₀ k)) atTop
      (𝓝 (energy (x₀ / 2))) :=
    (hasDerivAt_energy _).continuousAt.tendsto.comp hx
  refine ⟨?_, hx, ?_, div_ne_zero hx₀ two_ne_zero⟩
  · have h := (hE.comp (tendsto_add_atTop_nat 1)).sub hE
    rw [sub_self] at h
    exact h
  · exact hx.congr (fun k => (hasDerivAt_energy _).deriv.symm)

/-- For every tolerance `ε > 0`, from some iteration on the energy change is below `ε`
while the gradient is larger than `|x₀| / 2` in magnitude. -/
theorem energy_test_is_false (x₀ : ℝ) (hx₀ : x₀ ≠ 0) (ε : ℝ) (hε : 0 < ε) :
    ∃ K : ℕ, ∀ k ≥ K,
      |energy (dampedIterate shrinkingStep x₀ (k + 1))
        - energy (dampedIterate shrinkingStep x₀ k)| < ε ∧
      |x₀| / 2 < |deriv energy (dampedIterate shrinkingStep x₀ k)| := by
  obtain ⟨K, hK⟩ := Metric.tendsto_atTop.1
    (energy_changes_vanish_gradient_survives x₀ hx₀).1 ε hε
  refine ⟨K, fun k hk => ⟨?_, ?_⟩⟩
  · have h := hK k hk
    rwa [Real.dist_eq, sub_zero] at h
  · have hp : 0 < 1 / ((k : ℝ) + 1) := by positivity
    have hx : 0 < |x₀| / 2 := half_pos (abs_pos.2 hx₀)
    have h1 : 0 < 1 + 1 / ((k : ℝ) + 1) := by linarith
    rw [(hasDerivAt_energy _).deriv, shrinking_closed_form, abs_mul, abs_of_pos h1,
      abs_div, abs_two]
    nlinarith [mul_pos hx hp]

/-- For steps between 0 and 1, the distance from the minimum after `n` steps is at least
`(1 - ∑ b_k) |x₀|`, the sum running over the steps taken. -/
theorem distance_lower_bound (b : ℕ → ℝ) (h0 : ∀ k, 0 ≤ b k) (h1 : ∀ k, b k ≤ 1)
    (x₀ : ℝ) (n : ℕ) :
    (1 - ∑ k ∈ range n, b k) * |x₀| ≤ |dampedIterate b x₀ n| := by
  induction n with
  | zero => simp [dampedIterate]
  | succ n ih =>
    have hb : 0 ≤ 1 - b n := sub_nonneg.2 (h1 n)
    have hS : 0 ≤ ∑ k ∈ range n, b k := sum_nonneg (fun k _ => h0 k)
    rw [dampedIterate_succ, abs_mul, abs_of_nonneg hb, sum_range_succ]
    -- the discarded product of step lengths is nonnegative
    nlinarith [mul_le_mul_of_nonneg_left ih hb,
      mul_nonneg (mul_nonneg (h0 n) hS) (abs_nonneg x₀)]

/-- For steps of at most 1 whose sum diverges to infinity, the iterates converge to the
energy minimum at zero. -/
theorem converges_of_divergent_steps (b : ℕ → ℝ) (h1 : ∀ k, b k ≤ 1)
    (hsum : Tendsto (fun n => ∑ k ∈ range n, b k) atTop atTop) (x₀ : ℝ) :
    Tendsto (dampedIterate b x₀) atTop (𝓝 0) := by
  -- each factor 1 - b is bounded by exp (-b)
  have hbound : ∀ n, ‖dampedIterate b x₀ n‖ ≤
      Real.exp (-(∑ k ∈ range n, b k)) * |x₀| := by
    intro n
    rw [Real.norm_eq_abs]
    induction n with
    | zero => simp [dampedIterate]
    | succ n ih =>
      have hb : 0 ≤ 1 - b n := sub_nonneg.2 (h1 n)
      have he : 1 - b n ≤ Real.exp (-b n) := by
        linarith [Real.add_one_le_exp (-b n)]
      rw [dampedIterate_succ, abs_mul, abs_of_nonneg hb, sum_range_succ, neg_add,
        Real.exp_add]
      calc (1 - b n) * |dampedIterate b x₀ n|
          ≤ Real.exp (-b n) * (Real.exp (-(∑ k ∈ range n, b k)) * |x₀|) :=
            mul_le_mul he ih (abs_nonneg _) (Real.exp_pos _).le
        _ = _ := by ring
  have hlim := (Real.tendsto_exp_neg_atTop_nhds_zero.comp hsum).mul_const |x₀|
  rw [zero_mul] at hlim
  exact squeeze_zero_norm hbound hlim

/-- For a step length between 0 and 1, the squared gradient times the step length is at
most twice the magnitude of the energy change. -/
theorem step_weighted_gradient_bound (b : ℕ → ℝ) (x₀ : ℝ) (k : ℕ)
    (h0 : 0 ≤ b k) (h1 : b k ≤ 1) :
    b k * deriv energy (dampedIterate b x₀ k) ^ 2 ≤
      2 * |energy (dampedIterate b x₀ (k + 1)) - energy (dampedIterate b x₀ k)| := by
  rw [(hasDerivAt_energy _).deriv, dampedIterate_succ]
  have h := neg_abs_le (energy ((1 - b k) * dampedIterate b x₀ k)
    - energy (dampedIterate b x₀ k))
  have hp := mul_nonneg (mul_nonneg h0 (sub_nonneg.2 h1))
    (sq_nonneg (dampedIterate b x₀ k))
  have hD : energy ((1 - b k) * dampedIterate b x₀ k) - energy (dampedIterate b x₀ k)
      = -(b k * dampedIterate b x₀ k ^ 2
        + b k * (1 - b k) * dampedIterate b x₀ k ^ 2) / 2 := by
    unfold energy
    ring
  linarith

end

end FalseEnergyConvergence
```

```lean
#print axioms FalseEnergyConvergence.energy_changes_vanish_gradient_survives
#print axioms FalseEnergyConvergence.energy_test_is_false
#print axioms FalseEnergyConvergence.converges_of_divergent_steps
#print axioms FalseEnergyConvergence.step_weighted_gradient_bound
```

```
'FalseEnergyConvergence.energy_changes_vanish_gradient_survives' depends on axioms: [propext, Classical.choice, Quot.sound]
'FalseEnergyConvergence.energy_test_is_false' depends on axioms: [propext, Classical.choice, Quot.sound]
'FalseEnergyConvergence.converges_of_divergent_steps' depends on axioms: [propext, Classical.choice, Quot.sound]
'FalseEnergyConvergence.step_weighted_gradient_bound' depends on axioms: [propext, Classical.choice, Quot.sound]
```

## How the proof follows the calculation

**Derivative and single step.** `hasDerivAt_energy` obtains $E'(x) = x$ from the power rule. `dampedIterate_succ` substitutes this into the recursion, and `ring` collects the result as $(1-b_k)x_k$. Every later argument uses this product form.

**Closed form.** `shrinking_closed_form` is the induction above. In the successor case, `h` rewrites $(k+1)+1$ as $k+2$, while `h1` and `h2` record that the denominators are nonzero. After the induction hypothesis has been inserted, `field_simp` clears the fractions and `ring` checks the remaining polynomial identity.

**Limits.** In `energy_changes_vanish_gradient_survives`, the statement `hx` starts from Mathlib's limit $1/(k+1) \to 0$, adds one, multiplies by $x_0/2$ and transfers the result to the iterates through the closed form. `hE` composes this limit with the continuity of the energy, which follows from differentiability. The energy changes are then handled by subtracting `hE` from its own shift by one iteration; the two equal limits cancel in `sub_self`. The gradient limit is `hx` again, with each iterate replaced by the derivative at that point.

**The stopping test.** `energy_test_is_false` unpacks the first limit into its $\varepsilon$–$K$ form, which supplies $K$ and the bound on the energy change. For the gradient, the closed form turns the goal into

$$\frac{|x_0|}{2} < \frac{|x_0|}{2}\left(1 + \frac{1}{k+1}\right).$$

The product passed to `nlinarith` is the positive difference between the two sides.

**Lower bound on the distance.** `distance_lower_bound` performs the induction on $n$. The first term given to `nlinarith` is the induction hypothesis multiplied by $1-b_n$; the second is $b_n S_n |x_0| \ge 0$, the quantity discarded by hand. The sum over `range n` runs from $0$ to $n-1$, in agreement with $S_n$.

**Convergence for a divergent sum.** In `converges_of_divergent_steps`, `hbound` is the exponential estimate. Its inductive step gets $1-b_n \le e^{-b_n}$ from `Real.add_one_le_exp`, and the `calc` block multiplies this by the estimate already known at $n$. The hypothesis `hsum` sends the exponential to zero, and `squeeze_zero_norm` carries the limit over to the iterates.

**Weighted bound.** `step_weighted_gradient_bound` needs the condition $0 \le b_k \le 1$ only at the iteration in question. The identity `hD` is the exact energy change, `hp` says that the dropped term is nonnegative, and `h` is the inequality $-|a| \le a$ applied to the energy change. These three facts are linear in the quantities that remain, so `linarith` combines them into the result.
